# Expectation of the symmetrised fermion current in a filled state, and its no-pair splitting

## Definitions and conventions

V is a complex inner-product space and ι a finite set of one-particle modes, labelled k, l. The inner product ⟨x, y⟩ is antilinear in x. V need be neither finite-dimensional nor complete, and operators are linear maps defined on all of V, of type `Module.End ℂ V`, where `*` is composition.

```lean
import Mathlib

open scoped InnerProductSpace
open Matrix

namespace SymmetrisedCurrent

noncomputable section

variable {ι : Type*} [Fintype ι] [DecidableEq ι]
variable {V : Type*} [NormedAddCommGroup V] [InnerProductSpace ℂ V]
```

The annihilator a_k is `a k` and the creator a_k† is `ad k`. They satisfy

⟨x, a_k† y⟩ = ⟨a_k x, y⟩,

a_k† a_l + a_l a_k† = δ_kl.

The relation a_k a_l + a_l a_k = 0 is not assumed, since no proof uses it.

```lean
/-- `ad k` is the adjoint of `a k`, and `{a_k^*, a_l} = δ_kl`. -/
structure IsCAR (a ad : ι → Module.End ℂ V) : Prop where
  adj : ∀ k x y, ⟪x, ad k y⟫_ℂ = ⟪a k x, y⟫_ℂ
  anticomm : ∀ k l, ad k * a l + a l * ad k = if k = l then 1 else 0
```

For a set O of modes, with complement Oᶜ, a vector Ω is filled on O if ‖Ω‖ = 1, a_k Ω = 0 for k ∉ O and a_k† Ω = 0 for k ∈ O. This is the algebraic form of a Slater determinant occupying O. Its existence is a hypothesis.

```lean
/-- A unit vector killed by `a_k` for modes outside `O` and by `a_k^*` for modes in `O`. -/
structure IsFilled (a ad : ι → Module.End ℂ V) (O : Finset ι) (Ω : V) : Prop where
  norm : ‖Ω‖ = 1
  empty : ∀ k, k ∉ O → a k Ω = 0
  full : ∀ k, k ∈ O → ad k Ω = 0
```

The expectation of an operator A is ⟨A⟩ = ⟨Ω, AΩ⟩.

```lean
/-- The expectation value `⟨Ω, A Ω⟩`. -/
def expect (Ω : V) (A : Module.End ℂ V) : ℂ := ⟪Ω, A Ω⟫_ℂ
```

Let j be any complex matrix indexed by modes, not necessarily Hermitian. Physically, j_kl is the matrix element of one component of the four-current at a fixed point, with any charge factor absorbed. The one-body operator B and the symmetrised current J are

B = Σ_kl j_kl a_k† a_l,

J = ½ Σ_kl j_kl (a_k† a_l − a_l a_k†).

```lean
/-- The one-body operator `∑ j_kl a_k^* a_l`. -/
def oneBody (a ad : ι → Module.End ℂ V) (j : Matrix ι ι ℂ) : Module.End ℂ V :=
  ∑ k, ∑ l, j k l • (ad k * a l)

/-- The symmetrised current `(1/2) ∑ j_kl [a_k^*, a_l]`. -/
def current (a ad : ι → Module.End ℂ V) (j : Matrix ι ι ℂ) : Module.End ℂ V :=
  (1 / 2 : ℂ) • ∑ k, ∑ l, j k l • (ad k * a l - a l * ad k)
```

For a set A of modes write s(A) = Σ_{k∈A} j_kk, so that s(ι) = tr j. The vacuum part of a set N is

v(N) = ½ (s(N) − s(Nᶜ)).

N stands for the negative-energy modes, but no Hamiltonian or spinor appears and N is just a finite set.

```lean
/-- The vacuum part: half the sum of `j_kk` over `N` minus half the sum outside `N`. -/
def vacuumPart (N : Finset ι) (j : Matrix ι ι ℂ) : ℂ :=
  (∑ k ∈ N, j k k - ∑ k ∈ Nᶜ, j k k) / 2
```

## (a) The density matrix

**Task.** For Ω filled on O, show that ⟨Ω, a_k† a_l Ω⟩ is 1 if k = l ∈ O and 0 otherwise.

**Solution.** For k ∈ O, apply the anticommutator to Ω and use a_k† Ω = 0:

a_k† a_l Ω = δ_kl Ω − a_l a_k† Ω = δ_kl Ω,

so the expectation is δ_kl ‖Ω‖² = δ_kl. For k ∉ O,

⟨Ω, a_k† a_l Ω⟩ = ⟨a_k Ω, a_l Ω⟩ = 0.

In Lean, `by_cases hk` is this split. `LinearMap.congr_fun` evaluates the operator identity on Ω, `hΩ.full` removes the second term, and the other branch rewrites with `h.adj` and `hΩ.empty`.

```lean
variable {a ad : ι → Module.End ℂ V} {O : Finset ι} {Ω : V}

omit [Fintype ι] in
/-- In a state filled on `O`, `⟨a_k^* a_l⟩` is one if `k = l` lies in `O` and zero otherwise. -/
theorem density_matrix (h : IsCAR a ad) (hΩ : IsFilled a ad O Ω) (k l : ι) :
    ⟪Ω, ad k (a l Ω)⟫_ℂ = if k = l ∧ k ∈ O then 1 else 0 := by
  by_cases hk : k ∈ O
  · -- move `a_k^*` to the right, where it kills `Ω`
    have e := LinearMap.congr_fun (h.anticomm k l) Ω
    simp only [LinearMap.add_apply, Module.End.mul_apply, hΩ.full k hk, map_zero,
      add_zero] at e
    rw [e]
    by_cases hkl : k = l
    · subst hkl
      simp [hk, inner_self_eq_norm_sq_to_K, hΩ.norm]
    · simp [hkl]
  · -- `a_k^*` acts to the left as `a_k`, which kills `Ω`
    rw [h.adj, hΩ.empty k hk]
    simp [hk]
```

## (b) The one-body operator

**Task.** Show that ⟨B⟩ = s(O).

**Solution.** Write [k ∈ O] for 1 if k ∈ O and 0 if not. The inner product is linear in its second argument, so (a) gives

⟨B⟩ = Σ_k Σ_l j_kl δ_kl [k ∈ O] = Σ_k j_kk [k ∈ O] = s(O).

The step `e` performs the sum over l, and `Finset.sum_ite_mem` turns the indicator into a sum over O.

```lean
/-- The expectation of `∑ j_kl a_k^* a_l` is the sum of `j_kk` over the filled modes. -/
theorem expect_oneBody (h : IsCAR a ad) (hΩ : IsFilled a ad O Ω) (j : Matrix ι ι ℂ) :
    expect Ω (oneBody a ad j) = ∑ k ∈ O, j k k := by
  have e : ∀ k, ∑ l, j k l * (if k = l ∧ k ∈ O then (1 : ℂ) else 0)
      = if k ∈ O then j k k else 0 := by
    intro k
    by_cases hk : k ∈ O <;> simp [hk]
  simp only [expect, oneBody, LinearMap.sum_apply, LinearMap.smul_apply, Module.End.mul_apply,
    inner_sum, inner_smul_right, density_matrix h hΩ]
  simp only [e]
  rw [Finset.sum_ite_mem, Finset.univ_inter]
```

## (c) Reordering the current

**Task.** Show the operator identity J = B − ½ (tr j) 1 from the anticommutator alone.

**Solution.** Since a_l a_k† = δ_kl − a_k† a_l,

a_k† a_l − a_l a_k† = 2 a_k† a_l − δ_kl.

Multiplying by j_kl and summing over l gives 2 Σ_l j_kl a_k† a_l − j_kk 1. Summing over k and halving gives the claim. In Lean, `hc` is the displayed identity, `e` is the sum over l, and `module` collects the scalar factors.

```lean
/-- The symmetrised current is `∑ j_kl a_k^* a_l` minus half the trace of `j`. -/
theorem current_eq (h : IsCAR a ad) (j : Matrix ι ι ℂ) :
    current a ad j = oneBody a ad j - (1 / 2 * ∑ k, j k k) • (1 : Module.End ℂ V) := by
  -- `[a_k^*, a_l] = 2 a_k^* a_l - δ_kl`
  have hc : ∀ k l, ad k * a l - a l * ad k
      = (2 : ℂ) • (ad k * a l) - if k = l then 1 else 0 := by
    intro k l
    rw [← h.anticomm k l, two_smul]
    abel
  have e : ∀ k, ∑ l, j k l • (ad k * a l - a l * ad k)
      = (2 : ℂ) • ∑ l, j k l • (ad k * a l) - j k k • (1 : Module.End ℂ V) := by
    intro k
    simp only [hc]
    simp only [smul_sub, Finset.sum_sub_distrib, smul_ite, smul_zero, Finset.sum_ite_eq,
      Finset.mem_univ, if_true]
    rw [Finset.smul_sum]
    congr 1
    exact Finset.sum_congr rfl fun l _ => smul_comm _ _ _
  rw [current, oneBody]
  simp only [e]
  rw [Finset.sum_sub_distrib, ← Finset.smul_sum, ← Finset.sum_smul]
  module
```

## (d) The expectation of the current

**Task.** Show that ⟨J⟩ = ½ (s(O) − s(Oᶜ)).

**Solution.** By (c), (b) and ⟨Ω, Ω⟩ = 1, and then tr j = s(O) + s(Oᶜ),

⟨J⟩ = s(O) − ½ tr j = s(O) − ½ s(O) − ½ s(Oᶜ) = ½ (s(O) − s(Oᶜ)).

Each filled mode contributes +½ j_kk and each empty mode −½ j_kk, and off-diagonal entries of j do not enter. In Lean, `h1` is ⟨Ω, Ω⟩ = 1, `h2` is (b) and `h3` is the splitting of tr j, while (c) enters as the rewrite `current_eq`.

```lean
/-- The expectation of the symmetrised current in a state filled on `O` is half the sum of
`j_kk` over `O` minus half the sum outside `O`. -/
theorem expect_current (h : IsCAR a ad) (hΩ : IsFilled a ad O Ω) (j : Matrix ι ι ℂ) :
    expect Ω (current a ad j) = (∑ k ∈ O, j k k - ∑ k ∈ Oᶜ, j k k) / 2 := by
  have h1 : ⟪Ω, Ω⟫_ℂ = 1 := by simp [inner_self_eq_norm_sq_to_K, hΩ.norm]
  have h2 := expect_oneBody h hΩ j
  have h3 : ∑ k ∈ O, j k k + ∑ k ∈ Oᶜ, j k k = ∑ k, j k k :=
    Finset.sum_add_sum_compl O _
  rw [expect] at h2
  rw [current_eq h, expect, LinearMap.sub_apply, LinearMap.smul_apply, Module.End.one_apply,
    inner_sub_right, inner_smul_right, h1, h2]
  linear_combination (1 / 2 : ℂ) * h3
```

## (e) Particles and holes

**Task.** For any set N, with no relation to O assumed, show

⟨J⟩ = s(O∖N) − s(N∖O) + v(N).

**Solution.** The argument of (d) applied to N gives v(N) = s(N) − ½ tr j. Hence

⟨J⟩ − v(N) = (s(O) − ½ tr j) − (s(N) − ½ tr j) = s(O) − s(N).

The modes of O ∩ N cancel in this difference, which leaves s(O∖N) − s(N∖O). That cancellation is `h3`. The first term belongs to occupied modes outside N and the second to holes in N.

```lean
/-- For any set `N`, the expectation is the sum over `O \ N`, minus the sum over `N \ O`,
plus the vacuum part of `N`. -/
theorem expect_current_particle_hole (h : IsCAR a ad) (hΩ : IsFilled a ad O Ω)
    (j : Matrix ι ι ℂ) (N : Finset ι) :
    expect Ω (current a ad j)
      = ∑ k ∈ O \ N, j k k - ∑ k ∈ N \ O, j k k + vacuumPart N j := by
  have h1 : ∑ k ∈ O, j k k + ∑ k ∈ Oᶜ, j k k = ∑ k, j k k := Finset.sum_add_sum_compl O _
  have h2 : ∑ k ∈ N, j k k + ∑ k ∈ Nᶜ, j k k = ∑ k, j k k := Finset.sum_add_sum_compl N _
  have h3 : ∑ k ∈ O \ N, j k k - ∑ k ∈ N \ O, j k k = ∑ k ∈ O, j k k - ∑ k ∈ N, j k k :=
    Finset.sum_sdiff_sub_sum_sdiff
  rw [expect_current h hΩ, vacuumPart, h3]
  linear_combination (1 / 2 : ℂ) * h2 - (1 / 2 : ℂ) * h1
```

The last line shows a technique worth reusing. The set-theoretic facts about sums are stated first as separate equations, here from `Finset.sum_add_sum_compl`. Then `linear_combination` takes the coefficients one would use on paper, ½ for `h2` and −½ for `h1`, and checks by ring arithmetic, with each sum treated as an unknown, that the goal is this combination.

## (f) The no-pair splitting

**Task.** For N ⊆ O, show

⟨J⟩ = s(O∖N) + v(N).

**Solution.** N∖O is empty, so the hole term of (e) vanishes, which Lean does with `Finset.sdiff_eq_empty_iff_subset`.

```lean
/-- For `N` inside `O`, the expectation is the no-pair sum over `O \ N` plus the vacuum part
of `N`. -/
theorem expect_current_noPair (h : IsCAR a ad) (hΩ : IsFilled a ad O Ω) (j : Matrix ι ι ℂ)
    {N : Finset ι} (hN : N ⊆ O) :
    expect Ω (current a ad j) = ∑ k ∈ O \ N, j k k + vacuumPart N j := by
  rw [expect_current_particle_hole h hΩ j N, Finset.sdiff_eq_empty_iff_subset.mpr hN,
    Finset.sum_empty, sub_zero]
```

In relativistic Kohn-Sham theory the no-pair approximation keeps the sum over occupied positive-energy orbitals and discards the vacuum term, and for a single determinant over finitely many fixed orbitals, with N the negative-energy ones, this identity gives the discarded term exactly as v(N). The change that the vacuum term would cause in self-consistent orbitals is not included. Correlated states, infinite mode sums and their renormalisation are not treated, and nothing bounds the size of v(N).

## (g) Vacuum subtraction

**Task.** Let N ⊆ O and let Ω₀ be filled on N, for the same operators. Show

⟨Ω, JΩ⟩ − ⟨Ω₀, JΩ₀⟩ = s(O∖N).

**Solution.** Part (d) with N in place of O gives ⟨Ω₀, JΩ₀⟩ = ½ (s(N) − s(Nᶜ)) = v(N). Subtract this from (f). Both states are built on one set of modes, so Ω₀ is the vacuum of those modes, and a vacuum defined by different orbitals is not covered.

```lean
/-- For `N` inside `O`, subtracting the expectation in a state filled on `N` leaves the
no-pair sum over `O \ N`. -/
theorem vacuum_subtraction (h : IsCAR a ad) (hΩ : IsFilled a ad O Ω) (j : Matrix ι ι ℂ)
    {N : Finset ι} (hN : N ⊆ O) {Ω₀ : V} (h₀ : IsFilled a ad N Ω₀) :
    expect Ω (current a ad j) - expect Ω₀ (current a ad j) = ∑ k ∈ O \ N, j k k := by
  rw [expect_current_noPair h hΩ j hN, expect_current h h₀, vacuumPart]
  ring
```

## (h) Counting modes

**Task.** For j the identity matrix and N ⊆ O, show, with |A| the number of modes in A,

⟨J⟩ = |O∖N| + ½ (|N| − |Nᶜ|).

**Solution.** Every j_kk equals 1, so s(A) = |A| in (f). For orthonormal orbitals, j = 1 is the matrix of the density integrated over all space, not of its value at a point, so J is here the total charge in units of the charge of one particle. The vacuum term vanishes when N and Nᶜ have equally many modes.

```lean
/-- For `j = 1` and `N` inside `O`, the expectation is the number of modes in `O \ N` plus
half the number in `N` minus half the number outside `N`. -/
theorem expect_charge (h : IsCAR a ad) (hΩ : IsFilled a ad O Ω) {N : Finset ι} (hN : N ⊆ O) :
    expect Ω (current a ad 1)
      = ((O \ N).card : ℂ) + ((N.card : ℂ) - (Nᶜ.card : ℂ)) / 2 := by
  rw [expect_current_noPair h hΩ 1 hN]
  simp [vacuumPart, Matrix.one_apply_eq]
```

## (i) Exchange of creators and annihilators

**Task.** Show that exchanging a_k with a_k† and replacing j by its transpose jᵀ sends J to −J, for arbitrary families of operators.

**Solution.** The exchanged operator is

½ Σ_kl j_lk (a_k a_l† − a_l† a_k) = ½ Σ_kl j_kl (a_l a_k† − a_k† a_l) = −J,

where the first equality renames k ↔ l (`Finset.sum_comm`). Neither `IsCAR` nor a state is used. This is the algebraic sign change behind the oddness of the current under charge conjugation, with no conjugation operator on spinors constructed.

```lean
omit [DecidableEq ι] in
/-- Exchanging `a_k` with `a_k^*` and transposing `j` reverses the sign of the current. -/
theorem current_swap (a ad : ι → Module.End ℂ V) (j : Matrix ι ι ℂ) :
    current ad a jᵀ = -current a ad j := by
  unfold current
  rw [← smul_neg, Finset.sum_comm]
  congr 1
  simp only [← Finset.sum_neg_distrib, ← smul_neg, neg_sub, Matrix.transpose_apply]
```

## (j) A two-mode example

**Task.** On ℂ⁴ with orthonormal basis e₀, …, e₃, let e_i with i = n₀ + 2n₁ have occupations n₀, n₁ of modes 0 and 1. Show that the Jordan-Wigner operators satisfy `IsCAR` and also a_k a_l + a_l a_k = 0, that e₁ is filled on {0}, and that e₃ is filled on {0, 1}.

The map `opOf` turns a 4 × 4 matrix into an operator.

```lean
/-- The operator on `ℂ⁴` given by a `4 × 4` matrix. -/
def opOf (M : Matrix (Fin 4) (Fin 4) ℂ) : Module.End ℂ (EuclideanSpace ℂ (Fin 4)) where
  toFun x := WithLp.toLp 2 fun i => ∑ j, M i j * x j
  map_add' x y := by
    ext i
    simp [mul_add, Finset.sum_add_distrib]
  map_smul' c x := by
    ext i
    simp [Finset.mul_sum, mul_left_comm]
```

The annihilators act as follows and send all other basis vectors to zero:

a₀: e₁ ↦ e₀, e₃ ↦ e₂,

a₁: e₂ ↦ e₀, e₃ ↦ −e₁.

```lean
/-- Jordan-Wigner annihilators of two modes; basis vector `n₀ + 2 n₁` has occupations
`n₀, n₁`. -/
def jwA : Fin 2 → Module.End ℂ (EuclideanSpace ℂ (Fin 4)) :=
  ![opOf !![0, 1, 0, 0; 0, 0, 0, 0; 0, 0, 0, 1; 0, 0, 0, 0],
    opOf !![0, 0, 1, 0; 0, 0, 0, -1; 0, 0, 0, 0; 0, 0, 0, 0]]
```

The creators are

a₀†: e₀ ↦ e₁, e₂ ↦ e₃,

a₁†: e₀ ↦ e₂, e₁ ↦ −e₃.

```lean
/-- Jordan-Wigner creators of two modes. -/
def jwAd : Fin 2 → Module.End ℂ (EuclideanSpace ℂ (Fin 4)) :=
  ![opOf !![0, 0, 0, 0; 1, 0, 0, 0; 0, 0, 0, 0; 0, 0, 1, 0],
    opOf !![0, 0, 0, 0; 0, 0, 0, 0; 1, 0, 0, 0; 0, -1, 0, 0]]
```

**Solution.** The matrices are real and the creators are their transposes, which gives the adjoint relation. For k = l, each basis vector is killed by one of a_k† a_k and a_k a_k† and fixed by the other, and a_k² = 0. For k ≠ l the sign does the work:

a₁† a₀ e₁ + a₀ a₁† e₁ = e₂ − e₂ = 0,

a₀† a₁ e₂ + a₁ a₀† e₂ = e₁ − e₁ = 0,

a₀ a₁ e₃ + a₁ a₀ e₃ = −e₀ + e₀ = 0,

and on the remaining basis vectors both terms vanish. Finally a₁ e₁ = 0 and a₀† e₁ = 0, while a₀† e₃ = a₁† e₃ = 0, and both vectors have norm 1. Lean runs through modes and components with `fin_cases`. The two vectors supply Ω₀ = e₁ and Ω = e₃ for (g) with N = {0} and O = {0, 1}.

```lean
/-- Two Jordan-Wigner modes obey the anticommutation relations, and two basis vectors are
filled on `{0}` and on `{0, 1}`. -/
theorem jordanWigner_witness :
    IsCAR jwA jwAd ∧ (∀ k l, jwA k * jwA l + jwA l * jwA k = 0) ∧
      IsFilled jwA jwAd {0} !₂[0, 1, 0, 0] ∧ IsFilled jwA jwAd {0, 1} !₂[0, 0, 0, 1] := by
  refine ⟨⟨?_, ?_⟩, ?_, ⟨?_, ?_, ?_⟩, ⟨?_, ?_, ?_⟩⟩
  · intro k x y
    fin_cases k <;> simp [jwA, jwAd, opOf, PiLp.inner_apply, Fin.sum_univ_four]
  · intro k l
    refine LinearMap.ext fun x => ?_
    ext i
    fin_cases k <;> fin_cases l <;> fin_cases i <;>
      simp [jwA, jwAd, opOf, Module.End.mul_apply, Fin.sum_univ_four]
  · intro k l
    refine LinearMap.ext fun x => ?_
    ext i
    fin_cases k <;> fin_cases l <;> fin_cases i <;>
      simp [jwA, opOf, Module.End.mul_apply, Fin.sum_univ_four]
  all_goals
    first
      | (intro k hk
         fin_cases k <;>
           first
             | (simp at hk; done)
             | (ext i; fin_cases i <;> simp [jwA, jwAd, opOf, Fin.sum_univ_four]))
      | simp [EuclideanSpace.norm_eq, Fin.sum_univ_four]

end

end SymmetrisedCurrent
```

```lean
#print axioms SymmetrisedCurrent.expect_current
#print axioms SymmetrisedCurrent.vacuum_subtraction
#print axioms SymmetrisedCurrent.expect_charge
#print axioms SymmetrisedCurrent.current_swap
```

```
'SymmetrisedCurrent.expect_current' depends on axioms: [propext, Classical.choice, Quot.sound]
'SymmetrisedCurrent.vacuum_subtraction' depends on axioms: [propext, Classical.choice, Quot.sound]
'SymmetrisedCurrent.expect_charge' depends on axioms: [propext, Classical.choice, Quot.sound]
'SymmetrisedCurrent.current_swap' depends on axioms: [propext, Classical.choice, Quot.sound]
```
